# For 1 ≤ N < K pairs and nonzero coefficients, geminal-power occupations are ordered as the |c_i|

## Weights, norms and occupations

Take K orthonormal spatial orbitals and let P_i† create an up-down electron pair in orbital i. The geminal is a singlet, written in a basis in which it is diagonal, Σ_i c_i P_i†, with real or complex coefficients c_i, all nonzero. The P_i† commute and square to zero, so the N-th power of the geminal acting on the vacuum is N! times a sum over the N-element sets S of doubly occupied orbitals, each with amplitude ∏_{i∈S} c_i. The weight of S is

w(S) = |∏_{i∈S} c_i|² = ∏_{i∈S} |c_i|².

For a set A of orbitals, let Z_N(A) be the sum of w(S) over the N-element subsets S of A, and write Z for Z_N(all orbitals). The squared norm of the state is (N!)² Z, and the prefactor drops out of every occupation. Let O_p be the sum of w(S) over the N-element sets that contain p. The pair occupation is

n_p = O_p / Z.

This is the occupation of either spin orbital of p; the electron number in the spatial orbital is 2n_p. The coefficients need no normalisation, because a common factor in all c_i cancels.

## Sum rule, strict bounds, order and a difference formula

For 1 ≤ N < K and nonzero coefficients:

Σ_p n_p = N,

0 < n_p < 1 for every p,

n_p < n_q exactly when |c_p| < |c_q|.

The order comes from an identity for p ≠ q,

n_p − n_q = (|c_p|² − |c_q|²) R_pq / Z, where R_pq = Z_{N−1}(all orbitals except p and q).

There is also a bound on how far occupations can spread: if |c_q| ≤ |c_p|, then

n_p / n_q ≤ |c_p|² / |c_q|².

## Sorting, screening and checking occupations

For a single antisymmetrized geminal power in a finite orbital set, ranking the orbitals by |c_i| and ranking them by occupation give the same list, apart from the order within ties. A code that selects active orbitals by rank can therefore do so before it computes any density matrix.

A cutoff on the values is a different matter. The ratio bound gives only a lower limit, n_q ≥ n_p |c_q|²/|c_p|² for |c_q| ≤ |c_p|, and n_q can lie well above it. A squared coefficient that is small beside the largest one can therefore belong to a sizeable occupation. With K = 3, N = 2 and |c_i|² = 4, 1, 1, the configuration weights are 4, 4, 1 and the occupations are 8/9, 5/9, 5/9. The squared coefficients differ by a factor of 4, the occupations by a factor of 1.6. If the 4 is replaced by a larger number M, the two smaller occupations become (M + 1)/(2M + 1), which stays above 1/2 however large M is.

The sum rule is a cheap check on a routine that evaluates the O_p by recursion. The difference formula helps when |c_p| and |c_q| are nearly equal: it replaces the subtraction of two close occupations by that of the squared moduli, and R_pq and Z are sums of nonnegative terms. For real coefficients the remaining subtraction is best done as (|c_p| − |c_q|)(|c_p| + |c_q|), because rounding the squares first would bring the cancellation error back.

## Counting configurations with and without an orbital

**Positivity.** Every w(S) is positive because no c_i vanishes. Hence Z_N(A) > 0 whenever A has at least N orbitals.

**Sum rule.** Exchange the sums over orbitals and configurations. Each S is counted once for each of its N members:

Σ_p O_p = Σ_S N w(S) = N Z.

Division by Z gives N.

**Bounds.** Since 1 ≤ N ≤ K, some N-element set contains p, so O_p > 0. Since N ≤ K − 1, some N-element set avoids p, so Z − O_p > 0.

**Splitting.** Let p ≠ q, and let J_pq be the total weight of the N-element sets containing both. A set that contains p but not q becomes, when p is removed, a set of N − 1 orbitals chosen from the others, and its weight loses the factor |c_p|². Every such smaller set arises exactly once. Therefore

O_p = J_pq + |c_p|² R_pq,

O_q = J_pq + |c_q|² R_pq.

**Order.** Subtracting and dividing by Z gives the difference formula. The K − 2 other orbitals can hold N − 1 pairs, because N < K, so R_pq > 0. The difference n_p − n_q then has the sign of |c_p|² − |c_q|², which is the sign of |c_p| − |c_q|. For p = q, both strict inequalities are false.

**Ratio.** Write a = |c_p|² and b = |c_q|², with b ≤ a. Then

a O_q − b O_p = (a − b) J_pq ≥ 0,

which is the ratio bound after division by b O_q. For p = q both sides equal 1. For N = 1 no configuration contains both p and q, so J_pq = 0 and the bound is an equality.

**Full filling.** At N = K the only configuration contains every orbital, so every n_p = 1. The strict upper bound then fails, and so does the ordering if two moduli differ.

## The Lean file

```lean
import Mathlib

open Finset

namespace GeminalPowerOccupations

noncomputable section

variable {ι 𝕜 : Type*} [Fintype ι] [DecidableEq ι] [RCLike 𝕜]

/-- The weight of the configuration whose doubly occupied orbitals form the set `S`: the squared
modulus of its amplitude, the product of the geminal coefficients over `S`. -/
def configWeight (c : ι → 𝕜) (S : Finset ι) : ℝ := ‖∏ i ∈ S, c i‖ ^ 2

/-- The total weight of all ways to place `N` pairs in the orbitals of `A`. When `A` contains all
orbitals, this is the squared norm of the geminal power, up to a factor depending on `N` only. -/
def totalWeight (c : ι → 𝕜) (N : ℕ) (A : Finset ι) : ℝ :=
  ∑ S ∈ powersetCard N A, configWeight c S

/-- The total weight of the `N`-pair configurations in which orbital `p` is occupied. -/
def occupiedWeight (c : ι → 𝕜) (N : ℕ) (p : ι) : ℝ :=
  ∑ S ∈ (powersetCard N (univ : Finset ι)).filter (fun S => p ∈ S), configWeight c S

/-- The total weight of the `N`-pair configurations in which `p` and `q` are both occupied. -/
def jointWeight (c : ι → 𝕜) (N : ℕ) (p q : ι) : ℝ :=
  ∑ S ∈ (powersetCard N (univ : Finset ι)).filter (fun S => p ∈ S ∧ q ∈ S), configWeight c S

/-- The pair occupation of orbital `p` in the `N`-pair geminal power, meaningful when the total
weight of the `N`-pair configurations is nonzero. -/
def occupation (c : ι → 𝕜) (N : ℕ) (p : ι) : ℝ :=
  occupiedWeight c N p / totalWeight c N univ

omit [Fintype ι] [DecidableEq ι] in
/-- With nonzero geminal coefficients, the total weight is positive whenever the `N` pairs fit
into the orbitals of `A`. -/
theorem totalWeight_pos {c : ι → 𝕜} (hc : ∀ i, c i ≠ 0) {N : ℕ} {A : Finset ι}
    (hN : N ≤ A.card) : 0 < totalWeight c N A :=
  sum_pos (fun _ _ => pow_pos (norm_pos_iff.mpr (prod_ne_zero_iff.mpr fun i _ => hc i)) 2)
    (powersetCard_nonempty.mpr hN)

/-- For at least one pair and distinct orbitals `p` and `q`, the weight with `p` occupied is the
weight with both occupied plus `|c_p|²` times the weight of `N - 1` pairs in the other orbitals. -/
theorem occupiedWeight_split (c : ι → 𝕜) {N : ℕ} (hN : 1 ≤ N) {p q : ι} (hpq : p ≠ q) :
    occupiedWeight c N p =
      jointWeight c N p q + ‖c p‖ ^ 2 * totalWeight c (N - 1) ({p, q} : Finset ι)ᶜ := by
  -- removing the pair in `p` maps configurations without `q` to those of the other orbitals
  have bij : ∑ S ∈ (powersetCard N (univ : Finset ι)).filter (fun S => p ∈ S ∧ q ∉ S),
      configWeight c S = ‖c p‖ ^ 2 * totalWeight c (N - 1) ({p, q} : Finset ι)ᶜ := by
    rw [totalWeight, mul_sum]
    refine sum_nbij' (fun S => S.erase p) (fun T => insert p T) ?_ ?_ ?_ ?_ ?_
    · intro S hS
      obtain ⟨hS, hp, hq⟩ := mem_filter.mp hS
      refine mem_powersetCard.mpr ⟨fun x hx => ?_, ?_⟩
      · have hx' := mem_erase.mp hx
        simp only [mem_compl, mem_insert, mem_singleton, not_or]
        exact ⟨hx'.1, fun h => hq (h ▸ hx'.2)⟩
      · rw [card_erase_of_mem hp, (mem_powersetCard.mp hS).2]
    · intro T hT
      obtain ⟨hs, hcard⟩ := mem_powersetCard.mp hT
      have hp : p ∉ T := fun h => by simpa using hs h
      have hq : q ∉ T := fun h => by simpa using hs h
      refine mem_filter.mpr ⟨mem_powersetCard.mpr ⟨subset_univ _, ?_⟩, mem_insert_self _ _, ?_⟩
      · rw [card_insert_of_notMem hp, hcard]
        omega
      · simp [hq, hpq.symm]
    · intro S hS
      exact insert_erase (mem_filter.mp hS).2.1
    · intro T hT
      have hp : p ∉ T := fun h => by simpa using (mem_powersetCard.mp hT).1 h
      exact erase_insert hp
    · intro S hS
      simp only [configWeight]
      rw [← mul_prod_erase S c (mem_filter.mp hS).2.1, norm_mul, mul_pow]
  have h := sum_filter_add_sum_filter_not
    ((powersetCard N (univ : Finset ι)).filter (fun S => p ∈ S)) (fun S => q ∈ S) (configWeight c)
  rw [filter_filter, filter_filter] at h
  rw [← bij]
  exact h.symm

/-- For at least one pair and distinct orbitals, the difference of two occupations is
`|c_p|² - |c_q|²` times the weight of `N - 1` pairs in the other orbitals over the total weight. -/
theorem occupation_sub (c : ι → 𝕜) {N : ℕ} (hN : 1 ≤ N) {p q : ι} (hpq : p ≠ q) :
    occupation c N p - occupation c N q = (‖c p‖ ^ 2 - ‖c q‖ ^ 2) *
      (totalWeight c (N - 1) ({p, q} : Finset ι)ᶜ / totalWeight c N univ) := by
  have hJ : jointWeight c N q p = jointWeight c N p q :=
    sum_congr (filter_congr fun _ _ => and_comm) fun _ _ => rfl
  have hq := occupiedWeight_split c hN hpq.symm
  rw [hJ, pair_comm q p] at hq
  rw [occupation, occupation, occupiedWeight_split c hN hpq, hq]
  ring

/-- With nonzero coefficients and no more pairs than orbitals, the occupations sum to the number
of pairs. -/
theorem sum_occupation {c : ι → 𝕜} (hc : ∀ i, c i ≠ 0) {N : ℕ} (hN : N ≤ Fintype.card ι) :
    ∑ p, occupation c N p = N := by
  have hZ : 0 < totalWeight c N univ := totalWeight_pos hc (by rwa [card_univ])
  simp only [occupation]
  rw [← sum_div, div_eq_iff hZ.ne']
  simp only [occupiedWeight, totalWeight, sum_filter]
  -- each configuration is counted once for each of its `N` occupied orbitals
  rw [sum_comm, mul_sum]
  refine sum_congr rfl fun S hS => ?_
  rw [sum_ite_mem, univ_inter, sum_const, nsmul_eq_mul, (mem_powersetCard.mp hS).2]

/-- With nonzero coefficients, at least one pair and fewer pairs than orbitals, every occupation
lies strictly between zero and one. -/
theorem occupation_bounds {c : ι → 𝕜} (hc : ∀ i, c i ≠ 0) {N : ℕ} (h1 : 1 ≤ N)
    (hN : N < Fintype.card ι) (p : ι) : 0 < occupation c N p ∧ occupation c N p < 1 := by
  have hZ : 0 < totalWeight c N univ := totalWeight_pos hc (by rw [card_univ]; exact hN.le)
  have hw : ∀ S, 0 < configWeight c S := fun S =>
    pow_pos (norm_pos_iff.mpr (prod_ne_zero_iff.mpr fun i _ => hc i)) 2
  constructor
  · -- some configuration contains `p`
    obtain ⟨S, hpS, hS, hcard⟩ := exists_subsuperset_card_eq (subset_univ ({p} : Finset ι))
      (show ({p} : Finset ι).card ≤ N by rw [card_singleton]; exact h1)
      (by rw [card_univ]; exact hN.le)
    exact div_pos (sum_pos (fun S _ => hw S) ⟨S, mem_filter.mpr
      ⟨mem_powersetCard.mpr ⟨hS, hcard⟩, hpS (mem_singleton_self p)⟩⟩) hZ
  · -- some configuration avoids `p`
    obtain ⟨S, hS⟩ := powersetCard_nonempty.mpr
      (show N ≤ (({p} : Finset ι)ᶜ).card by rw [card_compl, card_singleton]; omega)
    obtain ⟨hs, hcard⟩ := mem_powersetCard.mp hS
    have hp : p ∉ S := fun h => by simpa using hs h
    have hpos : 0 < ∑ S ∈ (powersetCard N (univ : Finset ι)).filter (fun S => ¬ p ∈ S),
        configWeight c S := sum_pos (fun S _ => hw S)
      ⟨S, mem_filter.mpr ⟨mem_powersetCard.mpr ⟨subset_univ _, hcard⟩, hp⟩⟩
    have h := sum_filter_add_sum_filter_not (powersetCard N (univ : Finset ι))
      (fun S => p ∈ S) (configWeight c)
    rw [occupation, div_lt_one hZ, occupiedWeight, totalWeight]
    linarith

/-- **Occupations of an antisymmetrized geminal power.** For nonzero coefficients and `1 ≤ N < K`,
with `K` the number of orbitals, the pair occupations sum to `N`, lie strictly between zero and
one, and are ordered exactly as the moduli of the coefficients. -/
theorem geminal_power_occupations {c : ι → 𝕜} (hc : ∀ i, c i ≠ 0) {N : ℕ} (h1 : 1 ≤ N)
    (hN : N < Fintype.card ι) :
    ∑ p, occupation c N p = N ∧
    (∀ p, 0 < occupation c N p ∧ occupation c N p < 1) ∧
    ∀ p q, occupation c N p < occupation c N q ↔ ‖c p‖ < ‖c q‖ := by
  refine ⟨sum_occupation hc hN.le, occupation_bounds hc h1 hN, fun p q => ?_⟩
  by_cases hpq : p = q
  · simp [hpq]
  have hZ : 0 < totalWeight c N univ := totalWeight_pos hc (by rw [card_univ]; exact hN.le)
  have hR : 0 < totalWeight c (N - 1) ({p, q} : Finset ι)ᶜ :=
    totalWeight_pos hc (by rw [card_compl, card_pair hpq]; omega)
  -- the difference of occupations has the sign of the difference of squared moduli
  have hk := div_pos hR hZ
  have hx := occupation_sub c h1 hpq
  constructor
  · intro h
    by_contra hn
    have hsq := pow_le_pow_left₀ (norm_nonneg (c q)) (not_lt.mp hn) 2
    have := mul_nonneg (sub_nonneg.mpr hsq) hk.le
    linarith
  · intro h
    have hsq : ‖c p‖ ^ 2 < ‖c q‖ ^ 2 := by nlinarith [norm_nonneg (c p)]
    have := mul_neg_of_neg_of_pos (sub_neg.mpr hsq) hk
    linarith

/-- For nonzero coefficients and `1 ≤ N < K`, if `|c_q| ≤ |c_p|` then the ratio of the occupations
of `p` and `q` is at most `|c_p|² / |c_q|²`. -/
theorem occupation_ratio_le {c : ι → 𝕜} (hc : ∀ i, c i ≠ 0) {N : ℕ} (h1 : 1 ≤ N)
    (hN : N < Fintype.card ι) {p q : ι} (h : ‖c q‖ ≤ ‖c p‖) :
    occupation c N p / occupation c N q ≤ ‖c p‖ ^ 2 / ‖c q‖ ^ 2 := by
  rw [div_le_div_iff₀ (occupation_bounds hc h1 hN q).1 (pow_pos (norm_pos_iff.mpr (hc q)) 2)]
  by_cases hpq : p = q
  · rw [hpq, mul_comm]
  have hZ : 0 < totalWeight c N univ := totalWeight_pos hc (by rw [card_univ]; exact hN.le)
  have hJ : 0 ≤ jointWeight c N p q := sum_nonneg fun _ _ => sq_nonneg _
  have hsq := pow_le_pow_left₀ (norm_nonneg (c q)) h 2
  -- only configurations with both orbitals occupied reduce the ratio
  have hgap := mul_nonneg (div_nonneg hJ hZ.le) (sub_nonneg.mpr hsq)
  have hx := occupation_sub c h1 hpq
  have hp : occupation c N p = (jointWeight c N p q +
      ‖c p‖ ^ 2 * totalWeight c (N - 1) ({p, q} : Finset ι)ᶜ) / totalWeight c N univ := by
    rw [occupation, occupiedWeight_split c h1 hpq]
  have hq : occupation c N q = (jointWeight c N p q +
      ‖c q‖ ^ 2 * totalWeight c (N - 1) ({p, q} : Finset ι)ᶜ) / totalWeight c N univ := by
    rw [hp] at hx
    linear_combination -hx
  rw [hp, hq]
  linear_combination hgap

/-- With nonzero coefficients and as many pairs as orbitals, every occupation equals one. -/
theorem occupation_full {c : ι → 𝕜} (hc : ∀ i, c i ≠ 0) (p : ι) :
    occupation c (Fintype.card ι) p = 1 := by
  have hZ : 0 < totalWeight c (Fintype.card ι) univ := totalWeight_pos hc (by rw [card_univ])
  have h : occupiedWeight c (Fintype.card ι) p = totalWeight c (Fintype.card ι) univ := by
    rw [occupiedWeight, totalWeight, filter_true_of_mem]
    intro S hS
    rw [(card_eq_iff_eq_univ S).mp (mem_powersetCard.mp hS).2]
    exact mem_univ p
  rw [occupation, h, div_self hZ.ne']

end

end GeminalPowerOccupations
```

```lean
#print axioms GeminalPowerOccupations.geminal_power_occupations
-- 'GeminalPowerOccupations.geminal_power_occupations' depends on axioms: [propext, Classical.choice, Quot.sound]
#print axioms GeminalPowerOccupations.occupation_ratio_le
-- 'GeminalPowerOccupations.occupation_ratio_le' depends on axioms: [propext, Classical.choice, Quot.sound]
#print axioms GeminalPowerOccupations.occupation_full
-- 'GeminalPowerOccupations.occupation_full' depends on axioms: [propext, Classical.choice, Quot.sound]
```

## From configuration weights to the checked theorems

The type `ι` is the set of orbitals, `Fintype.card ι` is K, and `𝕜` stands for the real or the complex numbers. `configWeight` is w(S), `totalWeight c N A` is Z_N(A), `occupiedWeight` is O_p, `jointWeight` is J_pq and `occupation` is n_p. The set `({p, q} : Finset ι)ᶜ` holds the orbitals other than p and q.

`geminal_power_occupations` reads: if every `c i` is nonzero, `1 ≤ N` and `N < Fintype.card ι`, then the occupations sum to N, each lies strictly between 0 and 1, and for all p and q the occupation of p is smaller than that of q if and only if `‖c p‖ < ‖c q‖`. The ratio bound is `occupation_ratio_le`, and the case N = K is `occupation_full`.

The proofs take the same steps as the derivation:

- `totalWeight_pos` is the positivity statement.
- `occupiedWeight_split` is the splitting. Its `sum_nbij'` step pairs the map that erases p with the map that inserts it, and checks that each lands in the right family, that they undo each other and that the weights match. `sum_filter_add_sum_filter_not` then separates the sets with q from those without.
- `occupation_sub` applies the splitting to p and to q, uses the symmetry of J_pq, and finishes with `ring`.
- `sum_occupation` exchanges the sums with `sum_comm`.
- `occupation_bounds` exhibits one configuration containing p and one avoiding it.
- The main theorem treats p = q separately, then reads the order off the sign of the difference formula.
- `occupation_ratio_le` clears the denominators; its `hgap` is the inequality (a − b) J_pq / Z ≥ 0.

The file starts from the weights. The expansion of the geminal power into configurations, given at the top of this note, is ordinary second quantisation and is not formalised. Nor does any Hamiltonian or energy appear: the coefficients are arbitrary nonzero numbers, optimised or not.

The nonzero condition says that every orbital takes part in the pairing. If c_p = 0 while Z is positive, then n_p = 0 and the strict lower bound fails for that orbital. Orbitals with c_p = 0 should be removed from the list before the theorem is applied; K then counts only the orbitals that remain, and N must still be smaller than K.

The weights must be products of one coefficient per orbital. Wave functions built from several different geminals generally have other weights, and the ordering should not be carried over to them on the strength of this result.

Finally, the inequalities concern real numbers, not floating-point ones. Rounding can return an occupation equal to 1 or swap two that are nearly equal, and underflow can return an occupation equal to 0, so a code that takes log(1 − n_p) or divides by n_p still needs its own safeguards.
